# For a symmetric real matrix A, exp(−xᵀAx/2) is integrable exactly when A is positive definite

A harmonic estimate of a partition function expands the action to second order about a stationary point, takes out the weight of that point as a constant factor and replaces the remaining integral over the N fluctuation coordinates by

(2π)^(N/2) / √(det A),

where A is the matrix of second derivatives. The formula can return a finite number when the integral diverges: if two eigenvalues are negative and the rest are positive, the determinant is positive. For finitely many real coordinates and a purely quadratic action, the replacement is legitimate only if A is positive definite.

## Finitely many real coordinates

The coordinates are labelled by a finite set `ι`, as for a discretised path, and a fluctuation is a function `x : ι → ℝ`. Its action is

S(x) = xᵀAx/2.

```lean
import Mathlib

open MeasureTheory Matrix Filter
open scoped Topology

namespace GaussianConvergence

noncomputable section

variable {ι : Type*} [Fintype ι]

/-- The quadratic fluctuation action `xᵀ A x / 2`. -/
def fluctuationAction (A : Matrix ι ι ℝ) (x : ι → ℝ) : ℝ := (x ⬝ᵥ A *ᵥ x) / 2
```

Convergence means `Integrable` with respect to Lebesgue measure: the weight exp(−S) has a finite integral. Oscillatory real-time weights and integrals defined by contour rotation are not treated.

Two identities follow by expanding the quadratic form:

S(rx) = r² S(x)
S(x + u) + S(x − u) = 2S(x) + 2S(u).

In the second, the cross terms cancel between the opposite displacements.

```lean
/-- Scaling a fluctuation by `r` scales its action by `r ^ 2`. -/
theorem action_smul (A : Matrix ι ι ℝ) (r : ℝ) (x : ι → ℝ) :
    fluctuationAction A (r • x) = r ^ 2 * fluctuationAction A x := by
  simp only [fluctuationAction, Matrix.mulVec_smul, smul_dotProduct, dotProduct_smul,
    smul_eq_mul]
  ring

/-- The actions of two opposite displacements `u` and `-u` from `x` obey the
parallelogram identity. -/
theorem action_parallelogram (A : Matrix ι ι ℝ) (x u : ι → ℝ) :
    fluctuationAction A (x + u) + fluctuationAction A (x + -u)
      = 2 * fluctuationAction A x + 2 * fluctuationAction A u := by
  simp only [fluctuationAction, Matrix.mulVec_add, Matrix.mulVec_neg, add_dotProduct,
    dotProduct_add, neg_dotProduct, dotProduct_neg]
  ring
```

Finiteness enters through compactness of the unit sphere and through Lebesgue measure itself. Without it there is no Lebesgue measure on the space of paths, so the continuum limit is a separate question. An empty `ι` is allowed: the space is then a single point, and both sides of the criterion hold.

The proof also needs continuity of S and a convexity inequality. If p + q ≥ 2r, then e^t ≥ 1 + t gives

e^p + e^q ≥ e^r (2 + p + q − 2r) ≥ 2e^r.

```lean
private lemma continuous_action (A : Matrix ι ι ℝ) : Continuous (fluctuationAction A) := by
  have h : fluctuationAction A = fun x => (∑ i, x i * ∑ j, A i j * x j) / 2 := rfl
  rw [h]
  fun_prop

private lemma two_exp_le {p q r : ℝ} (h : 2 * r ≤ p + q) :
    2 * Real.exp r ≤ Real.exp p + Real.exp q := by
  have hp : Real.exp p = Real.exp r * Real.exp (p - r) := by
    rw [← Real.exp_add]; congr 1; ring
  have hq : Real.exp q = Real.exp r * Real.exp (q - r) := by
    rw [← Real.exp_add]; congr 1; ring
  rw [hp, hq]
  nlinarith [mul_le_mul_of_nonneg_left (Real.add_one_le_exp (p - r)) (Real.exp_pos r).le,
    mul_le_mul_of_nonneg_left (Real.add_one_le_exp (q - r)) (Real.exp_pos r).le,
    mul_nonneg (Real.exp_pos r).le (sub_nonneg.2 h)]
```

## Positive action in every direction

The condition S(x) > 0 for all x ≠ 0 says that every displacement meets a restoring force. By hand, let ‖x‖ be the largest |xᵢ|, which is the norm Lean uses on `ι → ℝ`. For N ≥ 1, the continuous function S has a minimum m > 0 on the compact set ‖y‖ = 1, and scaling gives S(x) ≥ m‖x‖². Since Σ xᵢ² ≤ N‖x‖²,

S(x) ≥ c Σ xᵢ², with c = m/(N + 1) > 0.

The denominator N + 1 also serves N = 0, where the sphere is empty and the code takes m = 1. The weight is therefore at most ∏ exp(−c xᵢ²), a product of convergent one-dimensional Gaussians.

In `action_coercive`, positivity is used once, at the minimising point `z`; the closing `calc` block combines the two norm estimates.

```lean
/-- An action that is positive for every nonzero fluctuation is bounded below by that of
an isotropic harmonic well. -/
theorem action_coercive (A : Matrix ι ι ℝ) (h : ∀ x ≠ 0, 0 < fluctuationAction A x) :
    ∃ c > 0, ∀ x, c * ∑ i, x i ^ 2 ≤ fluctuationAction A x := by
  -- the action has a positive lower bound on the compact unit sphere
  have hs : ∃ m > 0, ∀ y ∈ Metric.sphere (0 : ι → ℝ) 1, m ≤ fluctuationAction A y := by
    rcases (Metric.sphere (0 : ι → ℝ) 1).eq_empty_or_nonempty with he | hne
    · exact ⟨1, one_pos, fun y hy => by rw [he] at hy; exact hy.elim⟩
    · obtain ⟨z, hz, hmin⟩ := (isCompact_sphere (0 : ι → ℝ) 1).exists_isMinOn hne
        (continuous_action A).continuousOn
      refine ⟨fluctuationAction A z, h z ?_, fun y hy => hmin hy⟩
      rintro rfl
      simp at hz
  obtain ⟨m, hm0, hm⟩ := hs
  refine ⟨m / (Fintype.card ι + 1), by positivity, fun x => ?_⟩
  have h1 : m * ‖x‖ ^ 2 ≤ fluctuationAction A x := by
    by_cases hx : x = 0
    · simp [hx, fluctuationAction]
    have hn : 0 < ‖x‖ := norm_pos_iff.mpr hx
    have h2 := hm (‖x‖⁻¹ • x) (by
      rw [mem_sphere_zero_iff_norm, norm_smul, norm_inv, norm_norm, inv_mul_cancel₀ hn.ne'])
    rw [action_smul] at h2
    calc m * ‖x‖ ^ 2 ≤ (‖x‖⁻¹ ^ 2 * fluctuationAction A x) * ‖x‖ ^ 2 := by gcongr
      _ = fluctuationAction A x := by field_simp
  have h3 : ∑ i, x i ^ 2 ≤ (Fintype.card ι + 1) * ‖x‖ ^ 2 := by
    calc ∑ i, x i ^ 2 ≤ ∑ _i : ι, ‖x‖ ^ 2 := Finset.sum_le_sum fun i _ => by
          have hi := norm_le_pi_norm x i
          rw [Real.norm_eq_abs] at hi
          rw [← sq_abs (x i)]
          exact pow_le_pow_left₀ (abs_nonneg _) hi 2
      _ = Fintype.card ι * ‖x‖ ^ 2 := by simp
      _ ≤ _ := by nlinarith [sq_nonneg ‖x‖]
  calc m / (Fintype.card ι + 1) * ∑ i, x i ^ 2
      ≤ m / (Fintype.card ι + 1) * ((Fintype.card ι + 1) * ‖x‖ ^ 2) := by gcongr
    _ = m * ‖x‖ ^ 2 := by field_simp
    _ ≤ _ := h1
```

Without positivity there is some v ≠ 0 with S(v) ≤ 0. Suppose the weight were integrable all the same, and place a localised probe at u:

J(u) = ∫ exp(−S(x) − ‖x − u‖) dx.

For any w ≠ 0, J(nw) → 0 as the integer n grows: the integrand is bounded by exp(−S(x)) and tends to zero at each fixed x, so dominated convergence applies. On the other hand, shifting the integration variable gives

J(u) = ∫ exp(−S(x + u) − ‖x‖) dx,

and the second identity gives

S(x + nv) + S(x − nv) = 2S(x) + 2n² S(v) ≤ 2S(x).

The convexity inequality then yields J(nv) + J(−nv) ≥ 2J(0) > 0 for every n. The left side tends to zero, which is a contradiction.

In the code these steps are `hlim` (the receding probe), `hshift` (the change of variable) and `hlow` (the lower bound). The argument needs neither a diagonalisation nor a symmetric A.

```lean
/-- A single nonzero fluctuation of zero or negative action makes the Gaussian weight
non-integrable. -/
theorem not_integrable_of_action_nonpos (A : Matrix ι ι ℝ) {v : ι → ℝ} (hv : v ≠ 0)
    (h : fluctuationAction A v ≤ 0) :
    ¬ Integrable (fun x => Real.exp (-fluctuationAction A x)) := by
  intro hf
  have hc := continuous_action A
  have hb : ∀ u x : ι → ℝ, ‖Real.exp (-fluctuationAction A x - ‖x - u‖)‖
      ≤ Real.exp (-fluctuationAction A x) := fun u x => by
    rw [Real.norm_eq_abs, abs_of_pos (Real.exp_pos _)]
    exact Real.exp_le_exp.mpr (by linarith [norm_nonneg (x - u)])
  have hint : ∀ u : ι → ℝ,
      Integrable (fun x => Real.exp (-fluctuationAction A x - ‖x - u‖)) := fun u =>
    hf.mono' (Continuous.aestronglyMeasurable (by fun_prop)) (ae_of_all _ (hb u))
  -- integrability forces the weight seen by a receding probe to vanish
  have hlim : ∀ w : ι → ℝ, w ≠ 0 → Tendsto (fun n : ℕ =>
      ∫ x, Real.exp (-fluctuationAction A x - ‖x - (n : ℝ) • w‖)) atTop (𝓝 0) := by
    intro w hw
    have key := tendsto_integral_of_dominated_convergence
      (F := fun (n : ℕ) x => Real.exp (-fluctuationAction A x - ‖x - (n : ℝ) • w‖))
      (f := fun _ => (0 : ℝ)) (fun x => Real.exp (-fluctuationAction A x))
      (fun n => (hint _).aestronglyMeasurable) hf (fun n => ae_of_all _ (hb _))
      (ae_of_all _ fun x => by
        have hw' : -‖w‖ < 0 := neg_neg_of_pos (norm_pos_iff.mpr hw)
        have hg : Tendsto (fun n : ℕ => (n : ℝ) * (-‖w‖)) atTop atBot :=
          tendsto_natCast_atTop_atTop.atTop_mul_const_of_neg hw'
        refine Real.tendsto_exp_atBot.comp (tendsto_atBot_mono (fun n => ?_)
          (tendsto_atBot_add_const_left atTop (‖x‖ - fluctuationAction A x) hg))
        have ht := norm_sub_le x (x - (n : ℝ) • w)
        rw [sub_sub_cancel, norm_smul, Real.norm_of_nonneg (Nat.cast_nonneg n)] at ht
        linarith)
    simpa only [integral_zero] using key
  have hshift : ∀ u : ι → ℝ, ∫ x, Real.exp (-fluctuationAction A (x + u) - ‖x‖)
      = ∫ x, Real.exp (-fluctuationAction A x - ‖x - u‖) := fun u => by
    have := integral_add_right_eq_self (μ := (volume : Measure (ι → ℝ)))
      (fun x => Real.exp (-fluctuationAction A x - ‖x - u‖)) u
    simpa only [add_sub_cancel_right] using this
  have hint' : ∀ u : ι → ℝ,
      Integrable (fun x => Real.exp (-fluctuationAction A (x + u) - ‖x‖)) := fun u => by
    simpa only [add_sub_cancel_right] using (hint u).comp_add_right u
  have h0 : Integrable (fun x => Real.exp (-fluctuationAction A x - ‖x‖)) := by
    simpa only [sub_zero] using hint 0
  -- convexity keeps the weight seen by the two opposite probes bounded below
  have hlow : ∀ n : ℕ, 2 * ∫ x, Real.exp (-fluctuationAction A x - ‖x‖)
      ≤ (∫ x, Real.exp (-fluctuationAction A x - ‖x - (n : ℝ) • v‖))
        + ∫ x, Real.exp (-fluctuationAction A x - ‖x - (n : ℝ) • (-v)‖) := by
    intro n
    rw [← hshift, ← hshift, ← integral_add (hint' _) (hint' _), ← integral_const_mul]
    refine integral_mono (h0.const_mul 2) ((hint' _).add (hint' _)) fun x => two_exp_le ?_
    have hp := action_parallelogram A x ((n : ℝ) • v)
    have hn : fluctuationAction A ((n : ℝ) • v) ≤ 0 := by
      rw [action_smul]
      exact mul_nonpos_of_nonneg_of_nonpos (sq_nonneg _) h
    rw [smul_neg]
    linarith
  have : NeZero (volume : Measure (ι → ℝ)) := ⟨fun hz => by
    have hpos := (isOpen_univ : IsOpen (Set.univ : Set (ι → ℝ))).measure_pos volume
      Set.univ_nonempty
    rw [hz] at hpos
    simp at hpos⟩
  have hpos := integral_exp_pos h0
  have hle := ge_of_tendsto' ((hlim v hv).add (hlim (-v) (neg_ne_zero.mpr hv))) hlow
  linarith
```

The two halves combine into an equivalence for any real square matrix. The forward direction is the contradiction just given; the reverse direction is the comparison with the product Gaussian.

```lean
/-- The Gaussian weight is integrable if and only if every nonzero fluctuation has
positive action; the matrix need not be symmetric. -/
theorem integrable_iff_action_pos (A : Matrix ι ι ℝ) :
    Integrable (fun x => Real.exp (-fluctuationAction A x))
      ↔ ∀ x ≠ 0, 0 < fluctuationAction A x := by
  refine ⟨fun hf x hx => ?_, fun h => ?_⟩
  · by_contra hn
    exact not_integrable_of_action_nonpos A hx (not_lt.mp hn) hf
  · obtain ⟨c, hc, hle⟩ := action_coercive A h
    -- compare with a product of one-dimensional Gaussians
    have hG : Integrable (fun x : ι → ℝ => ∏ i, Real.exp (-c * x i ^ 2)) := by
      rw [volume_pi]
      exact Integrable.fintype_prod (f := fun _ t => Real.exp (-c * t ^ 2))
        (fun _ => integrable_exp_neg_mul_sq hc)
    have hcont := continuous_action A
    refine hG.mono' (Continuous.aestronglyMeasurable (by fun_prop)) (ae_of_all _ fun x => ?_)
    change ‖Real.exp (-fluctuationAction A x)‖ ≤ ∏ i, Real.exp (-c * x i ^ 2)
    rw [Real.norm_eq_abs, abs_of_pos (Real.exp_pos _), ← Real.exp_sum, ← Finset.mul_sum]
    exact Real.exp_le_exp.mpr (by linarith [hle x])
```

The same reasoning, here only in prose, covers a constant force b, with weight exp(−S(x) + b·x). The linear term cancels from the sum over opposite displacements, so it cannot rescue a divergent direction; when S is positive, completing the square shows that it does no harm.

## Symmetry of A

A matrix of continuous second derivatives is symmetric. The integral sees only the symmetric part (A + Aᵀ)/2, so the derivation above never used symmetry. It matters for the name of the condition: Mathlib's `PosDef` requires a Hermitian matrix, which for real entries means a symmetric one. The hypothesis `hA` supplies exactly that part, and the rest of the proof converts between xᵀAx > 0 and S(x) > 0.

```lean
/-- **Gaussian convergence criterion.** For a real symmetric matrix `A`, the weight
`exp (-xᵀ A x / 2)` is Lebesgue integrable if and only if `A` is positive definite. -/
theorem integrable_iff_posDef (A : Matrix ι ι ℝ) (hA : A.IsSymm) :
    Integrable (fun x : ι → ℝ => Real.exp (-(x ⬝ᵥ A *ᵥ x) / 2)) ↔ A.PosDef := by
  have he : (fun x : ι → ℝ => Real.exp (-(x ⬝ᵥ A *ᵥ x) / 2))
      = fun x => Real.exp (-fluctuationAction A x) := by
    funext x
    rw [fluctuationAction, neg_div]
  rw [he, integrable_iff_action_pos, Matrix.posDef_iff_dotProduct_mulVec]
  constructor
  · intro h
    refine ⟨?_, ?_⟩
    · rw [Matrix.IsHermitian, Matrix.conjTranspose_eq_transpose_of_trivial]
      exact hA
    · intro x hx
      have hx' := h x hx
      unfold fluctuationAction at hx'
      rw [star_trivial]
      linarith
  · rintro ⟨_, h⟩ x hx
    have h2 : 0 < star x ⬝ᵥ A *ᵥ x := by
      apply h
      exact hx
    rw [star_trivial] at h2
    unfold fluctuationAction
    linarith
```

Without symmetry the equivalence with `PosDef` fails. The matrix with rows (1, 1) and (−1, 1) has xᵀAx = x₁² + x₂², so its weight is integrable although the matrix is not symmetric.

In code, a Cholesky factorisation tests positive definiteness and also yields the determinant. NumPy's routine reads only one triangle and does not check symmetry, so a numerical Hessian should be symmetrised first. An eigenvalue within rounding error of zero remains undecided by such a test.

## A mode with eigenvalue at or below zero

If Av = λv with v ≠ 0 and λ ≤ 0, then

S(v) = λ vᵀv/2 ≤ 0,

and the divergence argument applies. A zero mode leaves a direction flat; a negative mode makes the weight grow along it. One such mode suffices, however stiff the others are. The code writes `ev` for λ and uses λ ≤ 0 only to fix the sign of S(v). If λ > 0, this one mode decides nothing about the others.

```lean
/-- A fluctuation mode with zero or negative eigenvalue makes the Gaussian weight
non-integrable. -/
theorem not_integrable_of_mode (A : Matrix ι ι ℝ) {v : ι → ℝ} {ev : ℝ} (hv : v ≠ 0)
    (hmode : A *ᵥ v = ev • v) (hev : ev ≤ 0) :
    ¬ Integrable (fun x => Real.exp (-fluctuationAction A x)) := by
  apply not_integrable_of_action_nonpos A hv
  have hvv : 0 ≤ v ⬝ᵥ v := Finset.sum_nonneg fun i _ => mul_self_nonneg (v i)
  rw [fluctuationAction, hmode, dotProduct_smul, smul_eq_mul]
  linarith [mul_nonpos_of_nonpos_of_nonneg hev hvv]
```

## Springs that do not repel, and at least one bead

For a ring polymer of n beads in one dimension with a harmonic on-site potential, the action is

S(x) = (κ/2) Σ (xᵢ₊₁ − xᵢ)² + (k/2) Σ xᵢ².

The inverse temperature is absorbed into κ and k. Indices run from 0 to n − 1 and wrap around, so a single bead has a bond of zero extension and two beads share two bonds.

```lean
/-- The action of a cyclic chain of `n` beads with spring constant `κ` between neighbours
and a harmonic potential of force constant `k` on each bead. -/
def ringAction {n : ℕ} [NeZero n] (κ k : ℝ) (x : Fin n → ℝ) : ℝ :=
  κ / 2 * ∑ i, (x (i + 1) - x i) ^ 2 + k / 2 * ∑ i, x i ^ 2
```

With D the matrix that takes positions to bond extensions, this is the quadratic action of κDᵀD + k·1.

```lean
/-- The matrix that sends bead positions to the bond extensions `x (i + 1) - x i`. -/
def bondMatrix (n : ℕ) [NeZero n] : Matrix (Fin n) (Fin n) ℝ :=
  Matrix.of fun i j => (if j = i + 1 then 1 else 0) - (if j = i then 1 else 0)

private lemma action_ring {n : ℕ} [NeZero n] (κ k : ℝ) (x : Fin n → ℝ) :
    fluctuationAction (κ • ((bondMatrix n)ᵀ * bondMatrix n) + k • 1) x
      = ringAction κ k x := by
  have hD : bondMatrix n *ᵥ x = fun i => x (i + 1) - x i := by
    ext i
    simp [bondMatrix, Matrix.mulVec, dotProduct, sub_mul, Finset.sum_sub_distrib]
  have hq : x ⬝ᵥ ((bondMatrix n)ᵀ * bondMatrix n) *ᵥ x
      = (bondMatrix n *ᵥ x) ⬝ᵥ (bondMatrix n *ᵥ x) := by
    rw [← Matrix.mulVec_mulVec, Matrix.dotProduct_mulVec, Matrix.vecMul_transpose]
  rw [fluctuationAction, Matrix.add_mulVec, Matrix.smul_mulVec, Matrix.smul_mulVec,
    Matrix.one_mulVec, dotProduct_add, dotProduct_smul, dotProduct_smul, hq, hD]
  simp only [dotProduct, smul_eq_mul, ← pow_two, ringAction]
  ring
```

The criterion is k > 0. Moving every bead by 1 stretches no spring and costs nk/2, so integrability forces k > 0; this uses n ≥ 1 (`NeZero n`). Conversely, if k > 0 and x ≠ 0, the on-site term is positive, and κ ≥ 0 keeps the spring term from cancelling it.

With κ < 0 the converse can fail: for two beads, x = (1, −1) has action 4κ + k, which is negative for κ = −1, k = 1. With no beads the weight would be integrable for every k. At k = 0 with κ > 0, the free ring polymer, the springs hold the beads together but nothing confines the centroid, so the integral over all bead positions diverges. Fixing the centroid, confining it to a finite interval or counting per unit length gives a finite result.

```lean
/-- For a harmonic ring polymer with nonnegative spring constant, the Boltzmann weight is
integrable over all bead positions if and only if the on-site force constant is positive. -/
theorem ringPolymer_integrable_iff {n : ℕ} [NeZero n] {κ : ℝ} (k : ℝ) (hκ : 0 ≤ κ) :
    Integrable (fun x : Fin n → ℝ => Real.exp (-ringAction κ k x)) ↔ 0 < k := by
  simp_rw [← action_ring]
  rw [integrable_iff_action_pos]
  constructor
  · intro h
    -- displace all beads together: no spring is stretched
    have h1 := h (fun _ => 1) (fun e => one_ne_zero (congrFun e 0))
    have h2 : ringAction κ k (fun _ : Fin n => (1 : ℝ)) = k / 2 * n := by
      simp [ringAction]
    rw [action_ring, h2] at h1
    have hn : (0 : ℝ) < n := by exact_mod_cast Nat.pos_of_ne_zero (NeZero.ne n)
    by_contra hk
    nlinarith [mul_nonneg (neg_nonneg.mpr (not_lt.mp hk)) hn.le]
  · intro hk x hx
    rw [action_ring, ringAction]
    obtain ⟨i, hi⟩ := Function.ne_iff.mp hx
    have hi' : x i ≠ 0 := hi
    have hs : 0 < ∑ j, x j ^ 2 := Finset.sum_pos' (fun j _ => sq_nonneg (x j))
      ⟨i, Finset.mem_univ i, by positivity⟩
    have hb : 0 ≤ ∑ j, (x (j + 1) - x j) ^ 2 := Finset.sum_nonneg fun j _ => sq_nonneg _
    positivity

end

end GaussianConvergence
```

```lean
#print axioms GaussianConvergence.integrable_iff_posDef
#print axioms GaussianConvergence.not_integrable_of_mode
#print axioms GaussianConvergence.ringPolymer_integrable_iff
```

```
'GaussianConvergence.integrable_iff_posDef' depends on axioms: [propext, Classical.choice, Quot.sound]
'GaussianConvergence.not_integrable_of_mode' depends on axioms: [propext, Classical.choice, Quot.sound]
'GaussianConvergence.ringPolymer_integrable_iff' depends on axioms: [propext, Classical.choice, Quot.sound]
```
